# Rescaling one residual component can change the iterates of Broyden's second method, even with a compensating initial inverse Jacobian

Broyden's second method, used in electronic-structure theory to converge self-consistent fields, steps by Δx = −H f(x) and corrects the approximate inverse Jacobian H by a rank-one update built from Δf and Δx. The lemma shows by example that it is not invariant under f ↦ S f, H₀ ↦ H₀ S⁻¹. The example is a model, the undamped iteration for the linear residual f(v) = (2v₀, v₁) in two real dimensions, with H₀ the identity and S = diag(1, 2). Both runs go from (1, 1) to (−1, 0), but the first coordinates of their next iterates are 1/17 and 1/5. The attempt writes out both runs explicitly and checks the equations entry by entry with `norm_num`.

The first attempt, which Lean rejects:

```lean
import Mathlib

open Matrix

namespace BroydenCovariance

noncomputable section

variable {n : Type*} [Fintype n] [DecidableEq n]

/-- Broyden's rank-one update `A' = A + (v - A u) uᵀ / (uᵀ u)`, written without division,
together with the condition `u ≠ 0`. -/
def SecantUpdate (A : Matrix n n ℝ) (u v : n → ℝ) (A' : Matrix n n ℝ) : Prop :=
  u ≠ 0 ∧ (u ⬝ᵥ u) • (A' - A) = vecMulVec (v - A *ᵥ u) u

/-- `N` steps of Broyden's second method for the residual `f`: the step is `Δx = -H f(x)`,
and the inverse Jacobian `H` is updated from `Δf` and `Δx`. -/
def BroydenSecond (f : (n → ℝ) → (n → ℝ)) (N : ℕ) (x : ℕ → n → ℝ)
    (H : ℕ → Matrix n n ℝ) : Prop :=
  ∀ k < N, x (k + 1) = x k - H k *ᵥ f (x k) ∧
    SecantUpdate (H k) (f (x (k + 1)) - f (x k)) (x (k + 1) - x k) (H (k + 1))

/-- The sequence `a, b, b, …`, used to write down runs of one step. -/
def oneStep {α : Type*} (a b : α) : ℕ → α := fun k => if k = 0 then a else b

/-- The linear residual `f(v) = (2 v₀, v₁)` in two dimensions. -/
def residual (v : Fin 2 → ℝ) : Fin 2 → ℝ := ![2 * v 0, v 1]

/-- Broyden's second method is not invariant under `f ↦ S f`, `H₀ ↦ H₀ S⁻¹`: for
`S = diag(1, 2)` the two runs below share their first step, but their next iterates differ. -/
theorem broydenSecond_not_residual_invariant :
    BroydenSecond residual 1 (oneStep ![1, 1] ![-1, 0])
      (oneStep !![1, 0; 0, 1] !![9/17, -2/17; 0, 1]) ∧
    BroydenSecond (fun v => !![1, 0; 0, 2] *ᵥ residual v) 1 (oneStep ![1, 1] ![-1, 0])
      (oneStep !![1, 0; 0, 1/2] !![3/5, -1/5; 0, 1/2]) ∧
    (!![1, 0; 0, 1/2] * !![1, 0; 0, 2] : Matrix (Fin 2) (Fin 2) ℝ) = !![1, 0; 0, 1] ∧
    ![-1, 0] - !![9/17, -2/17; 0, 1] *ᵥ residual ![-1, 0] ≠
      ![-1, 0] - !![3/5, -1/5; 0, 1/2] *ᵥ (!![1, 0; 0, 2] *ᵥ residual ![-1, 0]) := by
  refine ⟨?_, ?_, ?_, fun h => ?_⟩
  iterate 2
    · intro k hk
      obtain rfl : k = 0 := by omega
      refine ⟨?_, fun h => ?_, ?_⟩
      · ext i
        fin_cases i <;>
          norm_num [oneStep, residual, Matrix.mulVec, dotProduct, Fin.sum_univ_two]
      · have h0 := congrFun h 0
        norm_num [oneStep, residual, Matrix.mulVec, dotProduct, Fin.sum_univ_two] at h0
      · ext i j
        fin_cases i <;> fin_cases j <;>
          norm_num [oneStep, residual, vecMulVec_apply, Matrix.mulVec, dotProduct,
            Fin.sum_univ_two]
  · ext i j
    fin_cases i <;> fin_cases j <;> norm_num [Matrix.mul_apply, Fin.sum_univ_two]
  · -- the first coordinates are 1/17 and 1/5
    have h0 := congrFun h 0
    norm_num [residual, Matrix.mulVec, dotProduct, Fin.sum_univ_two] at h0

end

end BroydenCovariance
```

The compiler's answer:

```
Main.lean:49:6: error: unsolved goals
case refine_1.refine_3.«0».«0»
hk : 0 < 1
⊢ 8 = (-2 - (-vecHead (4 • vecHead ∘ ![![1, 0], ![0, 1]]) + -vecHead (vecHead ∘ vecTail ∘ ![![1, 0], ![0, 1]]))) * 4

case refine_1.refine_3.«0».«1»
hk : 0 < 1
⊢ -2 = -vecHead (4 • vecHead ∘ ![![1, 0], ![0, 1]]) + -vecHead (vecHead ∘ vecTail ∘ ![![1, 0], ![0, 1]]) + 2

case refine_1.refine_3.«1».«0»
hk : 0 < 1
⊢ -1 -
      (-vecHead (vecTail (4 • vecHead ∘ ![![1, 0], ![0, 1]])) +
        -vecHead (vecTail (vecHead ∘ vecTail ∘ ![![1, 0], ![0, 1]]))) =
    0

case refine_1.refine_3.«1».«1»
hk : 0 < 1
⊢ 0 =
    -vecHead (vecTail (4 • vecHead ∘ ![![1, 0], ![0, 1]])) +
        -vecHead (vecTail (vecHead ∘ vecTail ∘ ![![1, 0], ![0, 1]])) +
      1
```

Cause. The four goals left open are the entries of the update equation for H in the first run. All are true, but `norm_num` has left expressions such as `vecHead (4 • vecHead ∘ ![![1, 0], ![0, 1]])` unevaluated.

The trouble is the order of rewriting. On the right-hand side the difference `v - A *ᵥ u` is an argument of `vecMulVec`, and `norm_num` simplifies it there, before `vecMulVec_apply` can give it an index. Unfolding `Matrix.mulVec` needs an index on the product, so the simp lemma `Matrix.mulVec_cons` acts instead and expands the product by columns. That alone would do no harm, since the columns can be evaluated once an index reaches them. But `v` has become an explicit vector, so `Matrix.cons_sub` subtracts component by component and wraps the expanded product in `vecHead` and `vecTail`. The simp set does not push these through the scalar multiple and the compositions, and the entries stay stuck.

The repair first runs `simp only` with `i` and `j` still general. `vecMulVec_apply` gives the difference an index, `Pi.sub_apply` carries it inside, and `Matrix.mulVec`, `dotProduct` and `Fin.sum_univ_two` then turn the product into a sum of two terms. Neither `mulVec_cons` nor `cons_sub` is in the list, so they cannot intervene. After `fin_cases`, `norm_num` has only to unfold `oneStep` and `residual`, read off the entries and do the arithmetic.

The repair, with which the file compiles:

```diff
@@ -48,7 +48,7 @@
         norm_num [oneStep, residual, Matrix.mulVec, dotProduct, Fin.sum_univ_two] at h0
       · ext i j
-        fin_cases i <;> fin_cases j <;>
-          norm_num [oneStep, residual, vecMulVec_apply, Matrix.mulVec, dotProduct,
-            Fin.sum_univ_two]
+        simp only [Matrix.smul_apply, Matrix.sub_apply, smul_eq_mul, vecMulVec_apply,
+          Pi.sub_apply, Matrix.mulVec, dotProduct, Fin.sum_univ_two]
+        fin_cases i <;> fin_cases j <;> norm_num [oneStep, residual]
   · ext i j
     fin_cases i <;> fin_cases j <;> norm_num [Matrix.mul_apply, Fin.sum_univ_two]
```
